# Zero transition amplitude between Kramers partners in a finite time-reversal-invariant model

## An impurity acting on one Kramers pair

An electron on a surface meets a nonmagnetic impurity. Suppose that only two states are available to it, $k{\uparrow}$ and $-k{\downarrow}$, which time reversal exchanges. Can the impurity turn one into the other?

Write a state as $(a,b)$. For spin one half, time reversal acts as $T(a,b)=(-\bar b,\bar a)$, so that $T^2=-1$. Let the impurity be the Hermitian matrix
$$V=\begin{pmatrix}p&w\\ \bar w&q\end{pmatrix}.$$
On the first basis state, $TV(1,0)=(-w,p)$ and $VT(1,0)=(w,q)$. If $V$ commutes with $T$, then $w=-w$, hence $w=0$: the matrix element that would reverse the electron equals its own negative.

With more states, the electron can also scatter several times through intermediate states. The same cancellation holds there, for the full transition operator and for each order in $V$.

## Scattering to all orders

States are vectors $\psi\in\mathbb C^n$, and $T\psi=U\bar\psi$ with $U$ unitary and $U\bar U=-1$. The last condition stands for half-integer total spin. The clean system $H_0$ and the impurity $V$ are Hermitian, so nothing is absorbed, and both commute with $T$, which excludes magnetic fields and magnetic impurities. At a complex energy $z$ let $G$ satisfy $(z-H_0-V)G=1$. Then
$$\langle T\psi,(V+VGV)\psi\rangle=0\quad\text{for every }\psi .$$

The operator $M=V+VGV$ is usually called the T-matrix; here the letter $T$ is reserved for time reversal.

In Lean, this is `kramers_backscattering_vanishes`. The basis is a finite type `n`, and operators are complex matrices. `timeReversal U ψ` is $T\psi$, `Invariant U H` says that $H$ commutes with $T$ on every state, and `backAmplitude U M ψ` is $\langle T\psi,M\psi\rangle$, with the inner product conjugate-linear in its first argument. The state need not be normalised. The hypothesis `hG` is the equation for $G$; for square matrices it makes $G$ the two-sided inverse, so $z$ may be real as long as it is not an eigenvalue of $H_0+V$.

The result concerns $\psi$ and its own partner $T\psi$ only. Time reversal does not forbid scattering from $k{\uparrow}$ to $-k{\uparrow}$.

For tunnelling spectroscopy, it gives a selection rule for the impurity scattering behind quasiparticle interference patterns, within a finite model of non-interacting electrons. The theorem does not treat the limit of infinite size with $z$ approaching the continuous spectrum, nor the interactions and inelastic scattering present on a real surface.

## Reciprocity and the change of sign

**Time reversal.** Since $U$ is unitary, $\langle T\varphi,T\psi\rangle=\langle\psi,\varphi\rangle$. Also $T^2\psi=U\bar U\psi=-\psi$. Taking $M\varphi$ and $T\psi$ as the two states gives, for any matrix $M$,
$$\langle T\psi,M\varphi\rangle=\langle TM\varphi,T^2\psi\rangle=-\langle TM\varphi,\psi\rangle.\tag{1}$$

**Reciprocal operators.** Call $M$ reciprocal if $TM=M^\dagger T$. Then (1) with $\varphi=\psi$ reads
$$\langle T\psi,M\psi\rangle=-\langle M^\dagger T\psi,\psi\rangle=-\langle T\psi,M\psi\rangle,$$
so the amplitude vanishes. Conversely, if it vanishes for all states, expanding it for $\varphi+\psi$ leaves $\langle T\varphi,M\psi\rangle=-\langle T\psi,M\varphi\rangle$. By (1) the right side is $\langle TM\varphi,\psi\rangle$, while the left side is $\langle M^\dagger T\varphi,\psi\rangle$. As $\psi$ is arbitrary, $TM\varphi=M^\dagger T\varphi$.

**The resolvent.** Put $H=H_0+V$. Applying $T$ to $(z-H)G\psi=\psi$ conjugates the energy: $(\bar z-H)TG\psi=T\psi$. The adjoint of the resolvent equation is $G^\dagger(\bar z-H)=1$. Multiplying by $G^\dagger$ gives $TG\psi=G^\dagger T\psi$.

**The transition operator.** Moving $T$ to the right,
$$T(V+VGV)=VT+VG^\dagger VT=(V+VGV)^\dagger T.$$
It is reciprocal, and its amplitude vanishes.

**Each order.** Let $(z-H_0)G_0=1$ and $M_k=V(G_0V)^k$. The operator $M_0=V$ is reciprocal. If $M_k$ is, then $M_{k+1}=VG_0M_k=M_kG_0V$ gives
$$TM_{k+1}=VG_0^\dagger M_k^\dagger T=(M_kG_0V)^\dagger T=M_{k+1}^\dagger T.$$
So each Born term vanishes between partners, whether or not the series converges.

**The scattering equation.** With $K=z-H_0$ we have $G_0K=1$ and $(K-V)G=1$, so
$$G_0+G_0VG=G_0(K-V)G+G_0VG=G_0KG=G.$$
Inserting this into $V+VGV$ gives $M=V+VG_0M$, the Lippmann–Schwinger equation.

## A spinless particle is scattered back

Replace $U\bar U=-1$ by $U\bar U=+1$ and keep everything else. Take two momenta $k$ and $-k$, $H_0=0$, $z=2$ and
$$U=V=\begin{pmatrix}0&1\\1&0\end{pmatrix},\qquad G=\frac13\begin{pmatrix}2&1\\1&2\end{pmatrix}.$$
Then $VGV=G$, and the normalised state $\psi=(1,0)$ has $T\psi=(0,1)$. Its amplitude is $1+\tfrac13=\tfrac43$, in the energy units of $V$. A matrix element of $V+VGV$ is not a probability amplitude and can exceed one. Here $V$, $G$ and $V+VGV$ are still reciprocal, but equation (1) has lost its minus sign.

## Time reversal and scattering in Lean

```lean
import Mathlib

open Matrix

namespace KramersBackscattering

noncomputable section

variable {n : Type*} [Fintype n] [DecidableEq n]

/-- The antilinear time-reversal map `T ψ = U conj(ψ)`. -/
def timeReversal (U : Matrix n n ℂ) (ψ : n → ℂ) : n → ℂ := U *ᵥ star ψ

/-- The operator `H` commutes with time reversal on every state. -/
def Invariant (U H : Matrix n n ℂ) : Prop :=
  ∀ ψ, timeReversal U (H *ᵥ ψ) = H *ᵥ timeReversal U ψ

/-- The operator `M` is reciprocal: time reversal turns it into its adjoint, `T M = M† T`. -/
def Reciprocal (U M : Matrix n n ℂ) : Prop :=
  ∀ ψ, timeReversal U (M *ᵥ ψ) = Mᴴ *ᵥ timeReversal U ψ

/-- The amplitude `⟨T ψ, M ψ⟩` for scattering from `ψ` into its time-reversed partner. -/
def backAmplitude (U M : Matrix n n ℂ) (ψ : n → ℂ) : ℂ :=
  star (timeReversal U ψ) ⬝ᵥ (M *ᵥ ψ)

/-- For unitary `U`, time reversal is antiunitary: `⟨T φ, T ψ⟩ = ⟨ψ, φ⟩`. -/
theorem timeReversal_antiunitary {U : Matrix n n ℂ} (hU : U ∈ unitaryGroup n ℂ)
    (φ ψ : n → ℂ) :
    star (timeReversal U φ) ⬝ᵥ timeReversal U ψ = star ψ ⬝ᵥ φ := by
  have hUU : Uᴴ * U = 1 := mem_unitaryGroup_iff'.mp hU
  unfold timeReversal
  rw [star_mulVec, star_star, ← dotProduct_mulVec, mulVec_mulVec, hUU, one_mulVec,
    dotProduct_comm]

/-- If `U conj(U) = -1`, reversing time twice changes the sign of every state. -/
theorem timeReversal_twice {U : Matrix n n ℂ} (hT : U * U.map star = -1) (ψ : n → ℂ) :
    timeReversal U (timeReversal U ψ) = -ψ := by
  have h : star (U *ᵥ star ψ) = U.map star *ᵥ ψ := by
    funext i
    simp [mulVec, dotProduct, mul_comm]
  unfold timeReversal
  rw [h, mulVec_mulVec, hT, neg_mulVec, one_mulVec]

/-- For unitary `U` with `U conj(U) = -1`, an operator has no amplitude between any state and
its Kramers partner exactly when it is reciprocal. -/
theorem backAmplitude_zero_iff {U : Matrix n n ℂ} (hU : U ∈ unitaryGroup n ℂ)
    (hT : U * U.map star = -1) (M : Matrix n n ℂ) :
    (∀ ψ, backAmplitude U M ψ = 0) ↔ Reciprocal U M := by
  -- antiunitarity together with T² = -1
  have key : ∀ φ ψ : n → ℂ, star (timeReversal U ψ) ⬝ᵥ (M *ᵥ φ)
      = -(star (timeReversal U (M *ᵥ φ)) ⬝ᵥ ψ) := by
    intro φ ψ
    have h := timeReversal_antiunitary hU (M *ᵥ φ) (timeReversal U ψ)
    rw [timeReversal_twice hT, dotProduct_neg] at h
    exact h.symm
  have adj : ∀ x y : n → ℂ, star (Mᴴ *ᵥ x) ⬝ᵥ y = star x ⬝ᵥ (M *ᵥ y) := by
    intro x y
    rw [star_mulVec, conjTranspose_conjTranspose, ← dotProduct_mulVec]
  constructor
  · intro h φ
    have sep : ∀ x y : n → ℂ, (∀ ψ, star x ⬝ᵥ ψ = star y ⬝ᵥ ψ) → x = y := by
      intro x y hxy
      funext i
      have h1 : (starRingEnd ℂ) (x i) = (starRingEnd ℂ) (y i) := by
        simpa using hxy (Pi.single i 1)
      exact (starRingEnd ℂ).injective h1
    apply sep
    intro ψ
    -- polarization: the amplitude of φ + ψ vanishes as well
    have h1 := h φ
    have h2 := h ψ
    have h3 := h (φ + ψ)
    have hadd : timeReversal U (φ + ψ) = timeReversal U φ + timeReversal U ψ := by
      simp [timeReversal, mulVec_add]
    unfold backAmplitude at h1 h2 h3
    rw [hadd, star_add, mulVec_add, add_dotProduct, dotProduct_add, dotProduct_add] at h3
    rw [adj]
    linear_combination h1 + h2 - h3 + key φ ψ
  · intro h ψ
    -- the amplitude equals its own negative
    have h1 := key ψ ψ
    rw [h ψ, adj] at h1
    unfold backAmplitude
    linear_combination (1 / 2 : ℂ) * h1

/-- The resolvent `G` of a Hermitian, time-reversal invariant Hamiltonian is reciprocal at
every complex energy `z` where it exists. -/
theorem resolvent_reciprocal {U H G : Matrix n n ℂ} {z : ℂ} (hH : H.IsHermitian)
    (hI : Invariant U H) (hG : (z • (1 : Matrix n n ℂ) - H) * G = 1) :
    Reciprocal U G := by
  intro ψ
  have hadj : Gᴴ * (star z • (1 : Matrix n n ℂ) - H) = 1 := by
    have h := congrArg conjTranspose hG
    rwa [conjTranspose_mul, conjTranspose_sub, conjTranspose_smul, conjTranspose_one,
      hH.eq] at h
  have anti : ∀ x y : n → ℂ, timeReversal U (z • x - y)
      = star z • timeReversal U x - timeReversal U y := by
    intro x y
    simp [timeReversal, mulVec_sub, mulVec_smul]
  -- time reversal conjugates the energy in the resolvent equation
  have hT : (star z • (1 : Matrix n n ℂ) - H) *ᵥ timeReversal U (G *ᵥ ψ)
      = timeReversal U ψ := by
    have h1 : z • (G *ᵥ ψ) - H *ᵥ (G *ᵥ ψ) = ψ := by
      have h2 := congrArg (fun A => A *ᵥ ψ) hG
      simpa only [← mulVec_mulVec, sub_mulVec, smul_mulVec, one_mulVec] using h2
    have h3 := anti (G *ᵥ ψ) (H *ᵥ (G *ᵥ ψ))
    rw [h1, hI (G *ᵥ ψ)] at h3
    rw [sub_mulVec, smul_mulVec, one_mulVec, h3]
  calc timeReversal U (G *ᵥ ψ)
      = (Gᴴ * (star z • (1 : Matrix n n ℂ) - H)) *ᵥ timeReversal U (G *ᵥ ψ) := by
        rw [hadj, one_mulVec]
    _ = Gᴴ *ᵥ timeReversal U ψ := by rw [← mulVec_mulVec, hT]

/-- Let `U` be unitary with `U conj(U) = -1`, let `H0` and `V` be Hermitian and time-reversal
invariant, and let `G` be the resolvent of `H0 + V` at complex `z`. Then `V + V G V` does not
scatter any state into its Kramers partner. -/
theorem kramers_backscattering_vanishes {U H0 V G : Matrix n n ℂ} {z : ℂ}
    (hU : U ∈ unitaryGroup n ℂ) (hT : U * U.map star = -1)
    (hH : H0.IsHermitian) (hV : V.IsHermitian) (h0 : Invariant U H0) (hv : Invariant U V)
    (hG : (z • (1 : Matrix n n ℂ) - H0 - V) * G = 1) (ψ : n → ℂ) :
    backAmplitude U (V + V * G * V) ψ = 0 := by
  have hadd : ∀ x y : n → ℂ,
      timeReversal U (x + y) = timeReversal U x + timeReversal U y := by
    intro x y
    simp [timeReversal, mulVec_add]
  have hI : Invariant U (H0 + V) := by
    intro φ
    rw [add_mulVec, hadd, h0 φ, hv φ, add_mulVec]
  have hg : Reciprocal U G := resolvent_reciprocal (hH.add hV) hI (by rwa [← sub_sub])
  refine (backAmplitude_zero_iff hU hT _).mpr ?_ ψ
  -- V G V reads the same in both directions
  intro φ
  rw [add_mulVec, hadd, hv φ, ← mulVec_mulVec, ← mulVec_mulVec, hv (G *ᵥ (V *ᵥ φ)),
    hg (V *ᵥ φ), hv φ, conjTranspose_add, conjTranspose_mul, conjTranspose_mul, hV.eq,
    add_mulVec, ← mulVec_mulVec, ← mulVec_mulVec]

/-- With `G0` and `G` the resolvents of `H0` and `H0 + V` at `z`, the operator `V + V G V`
solves the Lippmann–Schwinger equation `M = V + V G0 M`. -/
theorem lippmann_schwinger {H0 V G0 G : Matrix n n ℂ} {z : ℂ}
    (hG0 : (z • (1 : Matrix n n ℂ) - H0) * G0 = 1)
    (hG : (z • (1 : Matrix n n ℂ) - H0 - V) * G = 1) :
    V + V * G * V = V + V * G0 * (V + V * G * V) := by
  generalize z • (1 : Matrix n n ℂ) - H0 = K at hG0 hG
  have hK : G0 * K = 1 := mul_eq_one_comm.mp hG0
  have dyson : G0 + G0 * V * G = G := by
    calc G0 + G0 * V * G = G0 * ((K - V) * G) + G0 * V * G := by rw [hG, mul_one]
      _ = (G0 * K) * G := by noncomm_ring
      _ = G := by rw [hK, one_mul]
  calc V + V * G * V = V + V * (G0 + G0 * V * G) * V := by rw [dyson]
    _ = V + V * G0 * (V + V * G * V) := by noncomm_ring

/-- Let `U` be unitary with `U conj(U) = -1`, let `H0` and `V` be Hermitian and time-reversal
invariant, and let `G0` be the resolvent of `H0` at `z`. Then each Born term `V (G0 V)^k`
separately has zero amplitude between Kramers partners. -/
theorem born_term_vanishes {U H0 V G0 : Matrix n n ℂ} {z : ℂ}
    (hU : U ∈ unitaryGroup n ℂ) (hT : U * U.map star = -1)
    (hH : H0.IsHermitian) (hV : V.IsHermitian) (h0 : Invariant U H0) (hv : Invariant U V)
    (hG0 : (z • (1 : Matrix n n ℂ) - H0) * G0 = 1) (k : ℕ) (ψ : n → ℂ) :
    backAmplitude U (V * (G0 * V) ^ k) ψ = 0 := by
  have hg : Reciprocal U G0 := resolvent_reciprocal hH h0 hG0
  refine (backAmplitude_zero_iff hU hT _).mpr ?_ ψ
  induction k with
  | zero =>
    intro φ
    rw [pow_zero, mul_one, hV.eq]
    exact hv φ
  | succ k ih =>
    -- one more scattering event can be added on either side
    have hl : V * (G0 * V) ^ (k + 1) = V * G0 * (V * (G0 * V) ^ k) := by
      rw [pow_succ']
      simp only [mul_assoc]
    have hr : V * (G0 * V) ^ (k + 1) = V * (G0 * V) ^ k * (G0 * V) := by
      rw [pow_succ]
      simp only [mul_assoc]
    intro φ
    calc timeReversal U ((V * (G0 * V) ^ (k + 1)) *ᵥ φ)
        = V *ᵥ (G0ᴴ *ᵥ ((V * (G0 * V) ^ k)ᴴ *ᵥ timeReversal U φ)) := by
          rw [hl, ← mulVec_mulVec, ← mulVec_mulVec, hv _, hg _, ih φ]
      _ = (V * (G0 * V) ^ (k + 1))ᴴ *ᵥ timeReversal U φ := by
          rw [hr, conjTranspose_mul (V * (G0 * V) ^ k) (G0 * V), conjTranspose_mul G0 V,
            hV.eq, mulVec_mulVec, mulVec_mulVec]

/-- Time-reversal matrix for the four states `k↑, k↓, -k↑, -k↓`. -/
def spinU : Matrix (Fin 4) (Fin 4) ℂ :=
  !![0, 0, 0, -1; 0, 0, 1, 0; 0, -1, 0, 0; 1, 0, 0, 0]

/-- Spin-split band energies: `1` for `k↑, -k↓` and `-1` for `k↓, -k↑`. -/
def spinH : Matrix (Fin 4) (Fin 4) ℂ :=
  !![1, 0, 0, 0; 0, -1, 0, 0; 0, 0, -1, 0; 0, 0, 0, 1]

/-- A scalar impurity that reverses the momentum and keeps the spin. -/
def spinV : Matrix (Fin 4) (Fin 4) ℂ :=
  !![0, 0, 1, 0; 0, 0, 0, 1; 1, 0, 0, 0; 0, 1, 0, 0]

/-- The spin-split bands with a scalar impurity meet all hypotheses of the main theorem at
`z = 2`, with resolvent `1 + (H0 + V)/2`. -/
theorem kramers_backscattering_witness :
    spinU ∈ unitaryGroup (Fin 4) ℂ ∧ spinU * spinU.map star = -1 ∧
    spinH.IsHermitian ∧ spinV.IsHermitian ∧ Invariant spinU spinH ∧ Invariant spinU spinV ∧
    ((2 : ℂ) • (1 : Matrix (Fin 4) (Fin 4) ℂ) - spinH - spinV)
      * (1 + (1 / 2 : ℂ) • (spinH + spinV)) = 1 := by
  refine ⟨mem_unitaryGroup_iff.mpr ?_, ?_, ?_, ?_, ?_, ?_, ?_⟩
  · ext i j
    fin_cases i <;> fin_cases j <;>
      simp [spinU, star_eq_conjTranspose, mul_apply, Fin.sum_univ_four]
  · ext i j
    fin_cases i <;> fin_cases j <;> simp [spinU, mul_apply, Fin.sum_univ_four]
  · ext i j
    fin_cases i <;> fin_cases j <;> simp [spinH]
  · ext i j
    fin_cases i <;> fin_cases j <;> simp [spinV]
  · intro ψ
    ext i
    fin_cases i <;>
      simp [timeReversal, spinU, spinH, mulVec, dotProduct, Fin.sum_univ_four]
  · intro ψ
    ext i
    fin_cases i <;>
      simp [timeReversal, spinU, spinV, mulVec, dotProduct, Fin.sum_univ_four]
  · -- the bands and the impurity square to one and anticommute
    have hHH : spinH * spinH = 1 := by
      ext i j
      fin_cases i <;> fin_cases j <;> simp [spinH, mul_apply, Fin.sum_univ_four]
    have hVV : spinV * spinV = 1 := by
      ext i j
      fin_cases i <;> fin_cases j <;> simp [spinV, mul_apply, Fin.sum_univ_four]
    have hHV : spinH * spinV + spinV * spinH = 0 := by
      ext i j
      fin_cases i <;> fin_cases j <;> simp [spinH, spinV]
    have e : ((2 : ℂ) • (1 : Matrix (Fin 4) (Fin 4) ℂ) - spinH - spinV)
        * (1 + (1 / 2 : ℂ) • (spinH + spinV))
        = (2 : ℂ) • (1 : Matrix (Fin 4) (Fin 4) ℂ) - (1 / 2 : ℂ) •
          (spinH * spinH + spinV * spinV + (spinH * spinV + spinV * spinH)) := by
      simp only [sub_mul, mul_add, smul_mul_assoc, mul_smul_comm, one_mul, mul_one]
      module
    rw [e, hHH, hVV, hHV]
    module

/-- Exchange of the two momenta `k` and `-k` of a spinless particle. -/
def swap : Matrix (Fin 2) (Fin 2) ℂ := !![0, 1; 1, 0]

/-- For a spinless particle with `U conj(U) = 1`, `H0 = 0` and an invariant Hermitian impurity
exchanging `k` and `-k`, the backscattering amplitude of the state `k` at `z = 2` is `4/3`. -/
theorem spinless_backscattering :
    swap ∈ unitaryGroup (Fin 2) ℂ ∧ swap * swap.map star = 1 ∧
    swap.IsHermitian ∧ Invariant swap swap ∧
    ∃ G : Matrix (Fin 2) (Fin 2) ℂ,
      ((2 : ℂ) • (1 : Matrix (Fin 2) (Fin 2) ℂ) - 0 - swap) * G = 1 ∧
      backAmplitude swap (swap + swap * G * swap) ![1, 0] = 4 / 3 := by
  refine ⟨mem_unitaryGroup_iff.mpr ?_, ?_, ?_, ?_, !![2 / 3, 1 / 3; 1 / 3, 2 / 3], ?_, ?_⟩
  · ext i j
    fin_cases i <;> fin_cases j <;>
      simp [swap, star_eq_conjTranspose, mul_apply, Fin.sum_univ_two]
  · ext i j
    fin_cases i <;> fin_cases j <;> simp [swap, mul_apply, Fin.sum_univ_two]
  · ext i j
    fin_cases i <;> fin_cases j <;> simp [swap]
  · intro ψ
    ext i
    fin_cases i <;> simp [timeReversal, swap, mulVec, dotProduct, Fin.sum_univ_two]
  · ext i j
    fin_cases i <;> fin_cases j <;>
      norm_num [swap, mul_apply, Fin.sum_univ_two, one_apply]
  · norm_num [backAmplitude, timeReversal, swap, mulVec, dotProduct, mul_apply,
      Fin.sum_univ_two]

end

end KramersBackscattering
```

```lean
#print axioms KramersBackscattering.kramers_backscattering_vanishes
#print axioms KramersBackscattering.lippmann_schwinger
#print axioms KramersBackscattering.born_term_vanishes
#print axioms KramersBackscattering.spinless_backscattering
```

```
'KramersBackscattering.kramers_backscattering_vanishes' depends on axioms: [propext, Classical.choice, Quot.sound]
'KramersBackscattering.lippmann_schwinger' depends on axioms: [propext, Classical.choice, Quot.sound]
'KramersBackscattering.born_term_vanishes' depends on axioms: [propext, Classical.choice, Quot.sound]
'KramersBackscattering.spinless_backscattering' depends on axioms: [propext, Classical.choice, Quot.sound]
```

## From the sign of $T^2$ to the Born terms

`timeReversal_antiunitary` and `timeReversal_twice` are the two properties of $T$. Inside `backAmplitude_zero_iff`, the statement `key` is equation (1), and `adj` moves a matrix across the inner product. For the converse, `sep` identifies two vectors by pairing them with basis vectors, and `linear_combination` assembles the polarization identity from the amplitudes of $\varphi$, $\psi$ and $\varphi+\psi$. In the other direction it divides $2\langle T\psi,M\psi\rangle=0$ by two.

In `resolvent_reciprocal`, `hadj` is the adjoint equation and `hT` the time-reversed one; the final `calc` combines them. The main theorem applies this lemma to $H_0+V$ and then moves $T$ through $V+VGV$ by rewriting.

`born_term_vanishes` is the induction on $k$. Its equations `hl` and `hr` add the new scattering event on the left and on the right. In `lippmann_schwinger`, the step `dyson` is the relation between $G_0$ and $G$, and `noncomm_ring` handles products whose order matters.

`kramers_backscattering_witness` checks that a four-state model with spin-split bands satisfies every hypothesis at $z=2$. There $H_0$ and $V$ square to one and anticommute, so $(H_0+V)^2=2$ and
$$(2-H_0-V)\left(1+\tfrac12(H_0+V)\right)=2-\tfrac12(H_0+V)^2=1.$$
`spinless_backscattering` establishes the value $4/3$ found above. In both examples the matrix identities are mostly checked entry by entry, with `fin_cases` running through the indices.
